# Commuting matrices with square −1: their sum exponentiates to the linear factor of many-electron barring

If the exponential of the Kramers generator is taken for time reversal itself, a single electron can come out as its own time-reversed partner. Take $J=\begin{pmatrix}0&1\\-1&0\end{pmatrix}$, which squares to $-1$, and apply $e^{\pi J/2}=J$ to the spinor $(1,i)/\sqrt2$. The result is $i$ times the same spinor, although time reversal should turn the spin around.

Yet I keep meeting the claim in this form: give each of $N$ electrons a matrix $J_j$ with $J_j^2=-1$, let the matrices commute, and call $K=\sum_j J_j$ the Kramers generator. Then $e^{\pi K/2}$ is the product of the $J_j$, $e^{\pi K}=(-1)^N$, and so $K$ exponentiates to the barring operation, that is, to time reversal of all the electrons. Which part of this is right? I would like to see it made rigorous and checked by machine.

## The exponential is linear, and complex conjugation completes it

Both matrix identities are right. The last step needs a correction: barring is antilinear, and no matrix exponential is. What $e^{\pi K/2}$ gives is the linear factor, which acts after complex conjugation. For your spinor, conjugation first gives $(1,-i)/\sqrt2$, and $J$ sends this to $-i(1,-i)/\sqrt2$, which is orthogonal to the state you started from.

### From one rotation to the sign $(-1)^N$

Number the electrons $j=0,\dots,N-1$. For a single matrix $J$ with $J^2=-1$, consider
$$F(u)=(\cos u-\sin u\,J)\,e^{uJ}.$$
Its derivative is
$$F'(u)=\bigl[-\sin u-\cos u\,J+(\cos u-\sin u\,J)J\bigr]e^{uJ}.$$
The terms in $\cos u\,J$ cancel, and $-\sin u\,J^2=+\sin u$ cancels the first term, so $F'(u)=0$ and $F(\theta)=F(0)=1$. Moreover,
$$(\cos\theta+\sin\theta\,J)(\cos\theta-\sin\theta\,J)=\cos^2\theta-\sin^2\theta\,J^2=1.$$
Multiplying $F(\theta)=1$ from the left by $\cos\theta+\sin\theta\,J$ therefore gives
$$e^{\theta J}=\cos\theta+\sin\theta\,J.$$

For commuting matrices the exponential of a sum is the product of the exponentials. Splitting off one electron at a time, we get
$$e^{\theta K}=\prod_{j=0}^{N-1}(\cos\theta+\sin\theta\,J_j).$$
At $\theta=\pi/2$ each factor is $J_j$, so $e^{\pi K/2}=P$ with $P=\prod_j J_j$. At $\theta=\pi$ each factor is $-1$, so $e^{\pi K}=(-1)^N$. For $N=0$ the generator is zero and both exponentials are the identity.

Now define barring by $Bv=P\,v^*$, where $v^*$ is the vector of conjugated coefficients. If the $J_j$ are real, so is $P$, and
$$B^2v=P\,(P v^*)^*=P^2v=e^{\pi K/2}e^{\pi K/2}v=e^{\pi K}v=(-1)^N v.$$

Let $N$ be odd and suppose that $Bv=c\,v$ for some $v\neq0$. Since $B$ is antilinear, $B^2v=B(cv)=c^*Bv=|c|^2v$. But $B^2v=-v$, so $(|c|^2+1)v=0$, which is impossible. A nonzero state of an odd number of electrons is thus never proportional to its barred partner.

### The Lean file

```lean
import Mathlib

open Matrix

namespace KramersGenerator

noncomputable section

variable {n : Type*} [Fintype n] [DecidableEq n] {N : ℕ}

/-- The Kramers generator: the sum of the one-electron matrices `J j`. -/
def generator (J : Fin N → Matrix n n ℂ) : Matrix n n ℂ := ∑ j, J j

/-- The many-electron barring operation: complex conjugation of the state, followed by
the product of all one-electron matrices. -/
def barring (J : Fin N → Matrix n n ℂ) (v : n → ℂ) : n → ℂ :=
  (List.ofFn J).prod *ᵥ star v

/-- For a one-electron matrix `J` with square `-1` and any complex `θ`: `exp (θ J) = cos θ + sin θ
J`. -/
theorem exp_one_electron (J : Matrix n n ℂ) (hJ : J * J = -1) (θ : ℂ) :
    NormedSpace.exp (θ • J) = Complex.cos θ • (1 : Matrix n n ℂ) + Complex.sin θ • J := by
  let : NormedRing (Matrix n n ℂ) := Matrix.linftyOpNormedRing
  let : NormedAlgebra ℂ (Matrix n n ℂ) := Matrix.linftyOpNormedAlgebra
  -- the inverse rotation times the exponential does not depend on the angle
  have hd : ∀ u : ℂ, HasDerivAt (fun u : ℂ =>
      (Complex.cos u • (1 : Matrix n n ℂ) - Complex.sin u • J) * NormedSpace.exp (u • J))
      0 u := by
    intro u
    have hc := ((Complex.hasDerivAt_cos u).smul_const (1 : Matrix n n ℂ)).fun_sub
      ((Complex.hasDerivAt_sin u).smul_const J)
    have he : HasDerivAt (fun u : ℂ => NormedSpace.exp (u • J))
        (J * NormedSpace.exp (u • J)) u := hasDerivAt_exp_smul_const' J u
    refine (hc.fun_mul he).congr_deriv ?_
    have hz : (-Complex.sin u • (1 : Matrix n n ℂ) - Complex.cos u • J)
        + (Complex.cos u • (1 : Matrix n n ℂ) - Complex.sin u • J) * J = 0 := by
      simp only [sub_mul, smul_mul_assoc, one_mul, hJ]
      module
    rw [← mul_assoc, ← add_mul, hz, zero_mul]
  have h := is_const_of_deriv_eq_zero (fun u => (hd u).differentiableAt)
    (fun u => (hd u).deriv) θ 0
  simp only [Complex.cos_zero, Complex.sin_zero, zero_smul, one_smul, sub_zero, one_mul,
    NormedSpace.exp_zero] at h
  have hI : (Complex.cos θ • (1 : Matrix n n ℂ) + Complex.sin θ • J)
      * (Complex.cos θ • (1 : Matrix n n ℂ) - Complex.sin θ • J) = 1 := by
    simp only [add_mul, mul_sub, smul_mul_assoc, mul_smul_comm, one_mul, mul_one, hJ]
    linear_combination (norm := module)
      (Complex.sin_sq_add_cos_sq θ) • (1 : Matrix n n ℂ)
  calc NormedSpace.exp (θ • J)
      = ((Complex.cos θ • (1 : Matrix n n ℂ) + Complex.sin θ • J)
        * (Complex.cos θ • (1 : Matrix n n ℂ) - Complex.sin θ • J))
        * NormedSpace.exp (θ • J) := by rw [hI, one_mul]
    _ = _ := by rw [mul_assoc, h, mul_one]

/-- If the one-electron matrices commute and square to `-1`, the exponential of `θ` times the
Kramers generator is the product of the factors `cos θ + sin θ J j`. -/
theorem exp_generator (J : Fin N → Matrix n n ℂ) (hc : ∀ i j, Commute (J i) (J j))
    (hJ : ∀ j, J j * J j = -1) (θ : ℂ) :
    NormedSpace.exp (θ • generator J) =
      (List.ofFn fun j => Complex.cos θ • (1 : Matrix n n ℂ) + Complex.sin θ • J j).prod := by
  unfold generator
  induction N with
  | zero => simp
  | succ N ih =>
    -- split off the first electron, which commutes with all the others
    have h0 : Commute (J 0) (∑ i : Fin N, J i.succ) :=
      Commute.sum_right _ _ _ fun i _ => hc 0 i.succ
    rw [Fin.sum_univ_succ, smul_add,
      Matrix.exp_add_of_commute _ _ ((h0.smul_left θ).smul_right θ),
      exp_one_electron _ (hJ 0), List.ofFn_succ, List.prod_cons,
      ih (fun i => J i.succ) (fun i j => hc _ _) (fun j => hJ _)]

/-- For commuting one-electron matrices with square `-1`, the Kramers generator exponentiates at
angle `π / 2` to the product of all one-electron matrices, and at angle `π` to the sign `(-1) ^ N`.
-/
theorem exp_generator_quarter_and_half_turn (J : Fin N → Matrix n n ℂ)
    (hc : ∀ i j, Commute (J i) (J j)) (hJ : ∀ j, J j * J j = -1) :
    NormedSpace.exp (((Real.pi : ℂ) / 2) • generator J) = (List.ofFn J).prod ∧
      NormedSpace.exp ((Real.pi : ℂ) • generator J) = (-1) ^ N := by
  constructor
  · rw [exp_generator J hc hJ]
    simp only [Complex.cos_pi_div_two, Complex.sin_pi_div_two, zero_smul, one_smul, zero_add]
  · rw [exp_generator J hc hJ]
    simp only [Complex.cos_pi, Complex.sin_pi, zero_smul, neg_smul, one_smul, add_zero,
      List.ofFn_const, List.prod_replicate]

/-- For commuting one-electron matrices with square `-1`, barring a state is complex conjugation
followed by the exponential of the Kramers generator at angle `π / 2`. -/
theorem barring_eq_exp (J : Fin N → Matrix n n ℂ) (hc : ∀ i j, Commute (J i) (J j))
    (hJ : ∀ j, J j * J j = -1) (v : n → ℂ) :
    barring J v = NormedSpace.exp (((Real.pi : ℂ) / 2) • generator J) *ᵥ star v := by
  rw [(exp_generator_quarter_and_half_turn J hc hJ).1, barring]

/-- A product of real one-electron matrices is real. -/
theorem prod_real (J : Fin N → Matrix n n ℂ)
    (hr : ∀ j, (J j).map (starRingEnd ℂ) = J j) :
    (List.ofFn J).prod.map (starRingEnd ℂ) = (List.ofFn J).prod := by
  induction N with
  | zero =>
    rw [List.ofFn_zero, List.prod_nil]
    exact Matrix.map_one _ (map_zero _) (map_one _)
  | succ N ih =>
    rw [List.ofFn_succ, List.prod_cons, Matrix.map_mul, hr 0,
      ih (fun i => J i.succ) (fun j => hr _)]

/-- For commuting real one-electron matrices with square `-1`, barring an `N`-electron state twice
multiplies it by `(-1) ^ N`. -/
theorem barring_barring (J : Fin N → Matrix n n ℂ) (hc : ∀ i j, Commute (J i) (J j))
    (hJ : ∀ j, J j * J j = -1) (hr : ∀ j, (J j).map (starRingEnd ℂ) = J j) (v : n → ℂ) :
    barring J (barring J v) = (-1 : ℂ) ^ N • v := by
  obtain ⟨h1, h2⟩ := exp_generator_quarter_and_half_turn J hc hJ
  -- two quarter turns make a half turn
  have hP : (List.ofFn J).prod * (List.ofFn J).prod = (-1) ^ N := by
    rw [← h1, ← Matrix.exp_add_of_commute _ _ (Commute.refl _), ← add_smul, add_halves, h2]
  have hstar : ∀ A : Matrix n n ℂ, star (A *ᵥ star v) = A.map (starRingEnd ℂ) *ᵥ v := by
    intro A
    ext i
    simp [Matrix.mulVec, dotProduct]
  rw [barring, barring, hstar, prod_real J hr, Matrix.mulVec_mulVec, hP]
  rcases Nat.even_or_odd N with h | h
  · rw [h.neg_one_pow, h.neg_one_pow, Matrix.one_mulVec, one_smul]
  · rw [h.neg_one_pow, h.neg_one_pow, Matrix.neg_mulVec, Matrix.one_mulVec, neg_smul, one_smul]

/-- For an odd number of electrons with commuting real one-electron matrices of square `-1`, a
nonzero state is never proportional to its barred partner. -/
theorem barring_ne_smul (J : Fin N → Matrix n n ℂ) (hc : ∀ i j, Commute (J i) (J j))
    (hJ : ∀ j, J j * J j = -1) (hr : ∀ j, (J j).map (starRingEnd ℂ) = J j)
    (hN : Odd N) (v : n → ℂ) (hv : v ≠ 0) (c : ℂ) : barring J v ≠ c • v := by
  intro h
  have h2 := barring_barring J hc hJ hr v
  have hs : barring J (c • v) = star c • barring J v := by
    rw [barring, barring, star_smul, Matrix.mulVec_smul]
  rw [h, hs, h, hN.neg_one_pow, smul_smul] at h2
  -- proportionality would force `|c|² = -1`
  have h3 : (star c * c + 1) • v = 0 := by
    rw [add_smul, h2, neg_smul, one_smul, neg_add_cancel]
  rcases smul_eq_zero.mp h3 with h4 | h4
  · have h5 := congrArg Complex.re h4
    simp at h5
    nlinarith [mul_self_nonneg c.re, mul_self_nonneg c.im]
  · exact hv h4

/-- The signed flip of spin `j` in a system of `N` spins one half. -/
def spinFlip (j : Fin N) : Matrix (Fin N → Bool) (Fin N → Bool) ℂ :=
  Matrix.of fun s t => if t = Function.update s j (!s j) then (if s j then 1 else -1) else 0

/-- Multiplying by a spin flip from the left flips spin `j` in the row index and attaches
the sign. -/
theorem spinFlip_mul (j : Fin N) (A : Matrix (Fin N → Bool) (Fin N → Bool) ℂ)
    (s u : Fin N → Bool) : (spinFlip j * A) s u =
      (if s j then 1 else -1) * A (Function.update s j (!s j)) u := by
  rw [Matrix.mul_apply, Finset.sum_eq_single (Function.update s j (!s j))]
  · simp [spinFlip]
  · intro t _ ht
    simp [spinFlip, ht]
  · simp

/-- The signed spin flips of `N` spins one half commute pairwise, square to `-1` and
are real. -/
theorem spinFlip_witness (N : ℕ) :
    (∀ i j : Fin N, Commute (spinFlip i) (spinFlip j)) ∧
    (∀ j : Fin N, spinFlip j * spinFlip j = -1) ∧
    (∀ j : Fin N, (spinFlip j).map (starRingEnd ℂ) = spinFlip j) := by
  refine ⟨fun i j => ?_, fun j => ?_, fun j => ?_⟩
  · by_cases h : i = j
    · rw [h]
    · have h' : j ≠ i := fun e => h e.symm
      change spinFlip i * spinFlip j = spinFlip j * spinFlip i
      ext s u
      rw [spinFlip_mul, spinFlip_mul]
      simp only [spinFlip, Matrix.of_apply, Function.update_of_ne h, Function.update_of_ne h']
      rw [Function.update_comm h]
      split_ifs <;> simp
  · ext s u
    rw [spinFlip_mul]
    simp only [spinFlip, Matrix.of_apply, Function.update_self, Function.update_idem,
      Bool.not_not, Function.update_eq_self, Matrix.neg_apply, Matrix.one_apply]
    by_cases h : u = s
    · subst h
      rcases Bool.eq_false_or_eq_true (u j) with h' | h' <;> simp [h']
    · simp [h, Ne.symm h]
  · ext s t
    simp only [Matrix.map_apply, spinFlip, Matrix.of_apply]
    split_ifs <;> simp

end

end KramersGenerator
```

```lean
#print axioms KramersGenerator.barring_eq_exp
#print axioms KramersGenerator.barring_ne_smul
```

```
'KramersGenerator.barring_eq_exp' depends on axioms: [propext, Classical.choice, Quot.sound]
'KramersGenerator.barring_ne_smul' depends on axioms: [propext, Classical.choice, Quot.sound]
```

### What the theorems say about electrons

The type `n` labels a finite basis of the product space of all electrons, not a basis of Slater determinants, because a single $J_j$ does not in general preserve antisymmetry. A state is a coefficient vector `v : n → ℂ`, and `J j` is the matrix of electron `j` on the whole space, not on a one-electron factor. The three conditions on these matrices are:

- `hc`: the matrices commute pairwise, as operators on different electrons do.
- `hJ`: each squares to $-1$. This stands for the spin one half of the electron, whose state changes sign under a full turn.
- `hr`: each matrix has real entries in the chosen basis. It is assumed only in `prod_real` and in the theorems about barring twice and about proportionality.

`generator J` is $K$. `barring J v` conjugates the coefficients with `star v` and then applies `(List.ofFn J).prod`. The product is taken in list order because matrix multiplication is noncommutative in general; under `hc` the order makes no difference. Conjugating coefficients depends on the basis, and it represents conjugation of the wavefunction when the basis functions are real.

`exp_generator_quarter_and_half_turn` states the two identities from your question, and `barring_eq_exp` states the corrected third one, $Bv=e^{\pi K/2}v^*$. `barring_barring` gives $B^2=(-1)^N$, and `barring_ne_smul` excludes $Bv=cv$ for odd $N$, nonzero $v$ and every complex $c$. The angle in `exp_one_electron` and `exp_generator` may be complex.

A concrete model is provided by `spinFlip`. Its basis `Fin N → Bool` lists the configurations of $N$ spins one half. With `true` read as spin up, `spinFlip j` is $i\sigma_y$ on spin $j$, which for one spin is the matrix in your question. Then $K=2iS_y$ in units of $\hbar$, with $S_y$ the total spin component, and $e^{\pi K/2}=e^{i\pi S_y}$ is a half turn of all spins about the $y$ axis. The spins turn through $2\theta$, whereas the "quarter" and "half" turns in the Lean file and in the account of the proof refer to the parameter $\theta$ itself. The opposite sign convention, $-i\sigma_y$, changes $P$ by the factor $(-1)^N$ and leaves $B^2$ alone.

The theorems contain no Hamiltonian and do not impose antisymmetry under exchange of electrons. Antisymmetric states are among the vectors `v` of the product space, so the results hold for them too. Kramers degeneracy needs one further ingredient, which the file does not supply: a Hamiltonian that commutes with $B$, so that $v$ and $Bv$ share an energy. For electronic structure in a finite real basis, the result provides the other half of that argument, namely that for odd $N$ the two states are linearly independent.

### Two small failures

Both examples here are purely algebraic and do not model physical electrons. Without commutation the exponential of the sum need not factorise. Take $N=2$, $J_0=i\sigma_x$ and $J_1=i\sigma_y$ on the same two-dimensional space. Both square to $-1$, but $K^2=-2$, so
$$e^{\pi K}=\cos(\sqrt2\,\pi)+\frac{\sin(\sqrt2\,\pi)}{\sqrt2}\,K.$$
Its trace is $2\cos(\sqrt2\,\pi)\neq2$, so it is not $(-1)^2=1$.

Without reality the sign of $B^2$ can be lost. Take $N=1$ and the $1\times1$ matrix $J_0=i$. It squares to $-1$, but $Bv=i\,v^*$ gives $B^2v=i(-i)v=v$, and the state $v=e^{i\pi/4}$ even satisfies $Bv=v$.

### How the proof follows the calculation

`exp_one_electron` begins by choosing a norm on matrices, which is needed to differentiate. The step `hd` says that $F$ has derivative zero everywhere, and inside it `hz` is the cancellation in the square bracket. `is_const_of_deriv_eq_zero` then gives $F(\theta)=F(0)$. The identity `hI` is the product of the two opposite rotations, obtained from $\sin^2\theta+\cos^2\theta=1$, and the final `calc` block multiplies through by it.

`exp_generator` is an induction on $N$. The step `h0` shows that the first matrix commutes with the sum of the others, which allows `Matrix.exp_add_of_commute` to split the exponential. The one-electron formula handles the first factor and the induction hypothesis the rest. The two special angles then follow by inserting the values of sine and cosine, and `barring_eq_exp` substitutes the first of them into the definition of barring.

`prod_real` shows by induction that $P$ is real. In `barring_barring`, `hP` combines two quarter turns into a half turn, so that $P^2=(-1)^N$, and `hstar` is the rule $(Av^*)^*=A^*v$, where $A^*$ is the entrywise conjugate. The closing split into even and odd $N$ matches the matrix $(-1)^N$ with the number $(-1)^N$.

`barring_ne_smul` assumes $Bv=cv$ and uses antilinearity, stated as `hs`, to reach $(c^*c+1)v=0$ in `h3`. Either the scalar or the vector must vanish. The real part of the scalar is $(\operatorname{Re}c)^2+(\operatorname{Im}c)^2+1$, which is positive, and the vector is nonzero by assumption.

For the spin model, `spinFlip_mul` describes multiplication from the left: it flips spin $j$ in the row index and attaches a sign. `spinFlip_witness` uses this to verify all three conditions for every $N$. Flips of different spins commute because neither changes the other's sign, and flipping the same spin twice restores the configuration while collecting one factor $+1$ and one factor $-1$.
